# The largest angular-momentum sector at Laughlin one-third flux grows exponentially with base 27/4

On a sphere at Laughlin one-third flux, that is, with $3N-3$ flux quanta, exact diagonalization places $N$ spin-polarised electrons in the $3N-2$ orbitals of the lowest Landau level. A rotationally symmetric interaction splits the Hamiltonian matrix into blocks of fixed $L_z$, the total angular momentum about one axis. How fast does the largest block grow with $N$?

```lean
import Mathlib

open Filter Topology

namespace LaughlinSectorGrowth

/-- The Slater determinants of `N ≥ 1` electrons at Laughlin one-third flux: all choices of
`N` occupied orbitals among `l = 0, …, 3N - 3`. -/
def determinants (N : ℕ) : Finset (Finset ℕ) :=
  (Finset.range (3 * N - 2)).powersetCard N

/-- The determinants whose total angular momentum, the sum of the occupied `l`, equals `M`. -/
def sector (N M : ℕ) : Finset (Finset ℕ) :=
  (determinants N).filter (fun s => ∑ l ∈ s, l = M)

/-- The binomial number `D_N = binomial(3N - 2, N)`, for `N ≥ 1`. -/
def dimension (N : ℕ) : ℕ := (3 * N - 2).choose N

/-- The number of determinants is `D_N`. -/
theorem card_determinants (N : ℕ) : (determinants N).card = dimension N := by
  simp [determinants, dimension]

/-- Adding one electron, and with it three orbitals, changes the number of determinants by an
explicit rational factor, for `N ≥ 1`. -/
theorem dimension_recursion (N : ℕ) (hN : 1 ≤ N) :
    2 * ((N : ℝ) + 1) * (2 * N - 1) * dimension (N + 1)
      = 3 * (3 * N + 1) * (3 * N - 1) * dimension N := by
  obtain ⟨n, rfl⟩ : ∃ n, N = n + 1 := ⟨N - 1, by omega⟩
  -- two steps add an empty orbital, the third adds an occupied one
  have h1 : (3 * n + 1).choose (n + 1) * (3 * n + 2)
      = (3 * n + 2).choose (n + 1) * (2 * n + 1) := by
    have h := Nat.choose_mul_succ_eq (3 * n + 1) (n + 1)
    rw [show 3 * n + 1 + 1 - (n + 1) = 2 * n + 1 by omega] at h
    exact h
  have h2 : (3 * n + 2).choose (n + 1) * (3 * n + 3)
      = (3 * n + 3).choose (n + 1) * (2 * n + 2) := by
    have h := Nat.choose_mul_succ_eq (3 * n + 2) (n + 1)
    rw [show 3 * n + 2 + 1 - (n + 1) = 2 * n + 2 by omega] at h
    exact h
  have h3 : (3 * n + 4) * (3 * n + 3).choose (n + 1)
      = (3 * n + 4).choose (n + 2) * (n + 2) :=
    Nat.add_one_mul_choose_eq (3 * n + 3) (n + 1)
  have e1 : dimension (n + 1 + 1) = (3 * n + 4).choose (n + 2) := by
    unfold dimension
    rw [show 3 * (n + 1 + 1) - 2 = 3 * n + 4 by omega]
  have e2 : dimension (n + 1) = (3 * n + 1).choose (n + 1) := by
    unfold dimension
    rw [show 3 * (n + 1) - 2 = 3 * n + 1 by omega]
  rw [e1, e2]
  generalize (3 * n + 4).choose (n + 2) = d at *
  generalize (3 * n + 3).choose (n + 1) = c at *
  generalize (3 * n + 2).choose (n + 1) = b at *
  generalize (3 * n + 1).choose (n + 1) = a at *
  have h2' : 3 * b = 2 * c :=
    Nat.eq_of_mul_eq_mul_left (Nat.succ_pos n) (by linarith)
  have r1 : (a : ℝ) * (3 * n + 2) = b * (2 * n + 1) := by exact_mod_cast h1
  have r2 : 3 * (b : ℝ) = 2 * c := by exact_mod_cast h2'
  have r3 : (3 * (n : ℝ) + 4) * c = d * (n + 2) := by exact_mod_cast h3
  push_cast
  linear_combination (-2 * (2 * (n : ℝ) + 1)) * r3
    - (2 * (n : ℝ) + 1) * (3 * n + 4) * r2 - 3 * (3 * (n : ℝ) + 4) * r1

/-- `D_N` is positive for every `N`. -/
theorem dimension_pos (N : ℕ) : 0 < dimension N :=
  Nat.choose_pos (by omega)

/-- The growth factor `D_(N+1) / D_N` per added electron tends to `27/4`. -/
theorem tendsto_dimension_ratio :
    Tendsto (fun N : ℕ => (dimension (N + 1) : ℝ) / dimension N) atTop (𝓝 (27 / 4)) := by
  -- in the variable u = 1/N the ratio is a rational function, continuous at u = 0
  have hf : Tendsto (fun u : ℝ => 3 * (3 + u) * (3 - u) / (2 * (1 + u) * (2 - u)))
      (𝓝 0) (𝓝 (27 / 4)) := by
    have hc : ContinuousAt
        (fun u : ℝ => 3 * (3 + u) * (3 - u) / (2 * (1 + u) * (2 - u))) 0 :=
      ContinuousAt.div (by fun_prop) (by fun_prop) (by norm_num)
    have e : (3 * (3 + 0) * (3 - 0) / (2 * (1 + 0) * (2 - 0)) : ℝ) = 27 / 4 := by norm_num
    rw [← e]
    exact hc.tendsto
  refine (hf.comp (tendsto_inv_atTop_nhds_zero_nat (𝕜 := ℝ))).congr' ?_
  filter_upwards [eventually_ge_atTop 1] with N hN
  have hx : (1 : ℝ) ≤ N := by exact_mod_cast hN
  have hD : (0 : ℝ) < dimension N := by exact_mod_cast dimension_pos N
  have R := dimension_recursion N hN
  simp only [Function.comp_apply]
  have hu : (N : ℝ) * (N : ℝ)⁻¹ = 1 := mul_inv_cancel₀ (by linarith)
  have hu0 : 0 < (N : ℝ)⁻¹ := inv_pos.mpr (by linarith)
  generalize (N : ℝ)⁻¹ = u at *
  have hu1 : u ≤ 1 := by nlinarith
  rw [div_eq_div_iff (mul_pos (mul_pos two_pos (by linarith)) (by linarith)).ne' hD.ne']
  linear_combination (-u ^ 2) * R + (2 * (dimension (N + 1) : ℝ) * (2 * N * u + 2 + u)
    - 27 * (N * u + 1) * dimension N) * hu

/-- Pauli exclusion bounds the total angular momentum of `k` electrons in the orbitals
`0, …, m - 1` from below and from above. -/
theorem angular_momentum_bounds (s : Finset ℕ) : ∀ m : ℕ, s ⊆ Finset.range m →
    s.card * s.card ≤ 2 * ∑ l ∈ s, l + s.card ∧
    2 * ∑ l ∈ s, l + s.card * (s.card + 1) ≤ 2 * s.card * m := by
  -- induction on the highest occupied orbital
  induction s using Finset.induction_on_max with
  | empty => intro m _; simp
  | insert a s hlt ih =>
    intro m hm
    have ha : a ∉ s := fun h => lt_irrefl a (hlt a h)
    have hs : s ⊆ Finset.range a := fun x hx => Finset.mem_range.mpr (hlt x hx)
    have hk : s.card ≤ a := by simpa using Finset.card_le_card hs
    have ham : a + 1 ≤ m := Finset.mem_range.mp (hm (Finset.mem_insert_self a s))
    obtain ⟨h1, h2⟩ := ih a hs
    have h3 := Nat.mul_le_mul_left (s.card + 1) ham
    rw [Finset.sum_insert ha, Finset.card_insert_of_notMem ha]
    constructor <;> nlinarith

/-- For `N ≥ 1`, some total-angular-momentum sector contains at least
`D_N / (2N(N-1) + 1)` determinants. -/
theorem exists_large_sector (N : ℕ) (hN : 1 ≤ N) :
    ∃ M, (dimension N : ℝ) / (2 * N * (N - 1) + 1) ≤ (sector N M).card := by
  obtain ⟨n, rfl⟩ : ∃ n, N = n + 1 := ⟨N - 1, by omega⟩
  obtain ⟨q, hq⟩ := Nat.even_mul_succ_self n
  -- the angular momentum lies between q and 5q, where q = N(N-1)/2
  have hmap : ∀ s ∈ determinants (n + 1), ∑ l ∈ s, l ∈ Finset.Icc q (5 * q) := by
    intro s hs
    obtain ⟨hsub, hcard⟩ := Finset.mem_powersetCard.mp hs
    obtain ⟨h1, h2⟩ := angular_momentum_bounds s _ hsub
    rw [hcard] at h1 h2
    rw [show 3 * (n + 1) - 2 = 3 * n + 1 by omega] at h2
    rw [Finset.mem_Icc]
    constructor <;> nlinarith
  have hden : 2 * ((n + 1 : ℕ) : ℝ) * (((n + 1 : ℕ) : ℝ) - 1) + 1 = ((4 * q + 1 : ℕ) : ℝ) := by
    have h : (n : ℝ) * (n + 1) = q + q := by exact_mod_cast hq
    push_cast
    linear_combination 2 * h
  have hne : ((4 * q + 1 : ℕ) : ℝ) ≠ 0 := Nat.cast_ne_zero.mpr (by omega)
  have hb : (Finset.Icc q (5 * q)).card • ((dimension (n + 1) : ℝ) / ((4 * q + 1 : ℕ) : ℝ))
      ≤ ((determinants (n + 1)).card : ℝ) := by
    rw [Nat.card_Icc, show 5 * q + 1 - q = 4 * q + 1 by omega, card_determinants, nsmul_eq_mul]
    exact le_of_eq (by field_simp)
  rw [hden]
  obtain ⟨M, -, hM⟩ := Finset.exists_le_card_fiber_of_nsmul_le_card_of_maps_to
    hmap ⟨q, Finset.mem_Icc.mpr ⟨le_rfl, by omega⟩⟩ hb
  exact ⟨M, hM⟩

/-- For every `0 ≤ c < 27/4` and all sufficiently large `N`, some total-angular-momentum sector
contains at least `c ^ N` determinants. -/
theorem exponential_sector_growth (c : ℝ) (hc0 : 0 ≤ c) (hc : c < 27 / 4) :
    ∀ᶠ N : ℕ in atTop, ∃ M, c ^ N ≤ (sector N M).card := by
  obtain ⟨r, hcr, hr⟩ := exists_between hc
  have hr0 : 0 < r := lt_of_le_of_lt hc0 hcr
  obtain ⟨N₀, hN₀⟩ := eventually_atTop.mp
    (tendsto_dimension_ratio.eventually (lt_mem_nhds hr))
  -- from N₀ on, each added electron multiplies the dimension by at least r
  have hgrow : ∀ k : ℕ, r ^ k ≤ dimension (N₀ + k) := by
    intro k
    induction k with
    | zero =>
      rw [pow_zero]
      exact_mod_cast dimension_pos (N₀ + 0)
    | succ k ih =>
      have hD : (0 : ℝ) < dimension (N₀ + k) := by exact_mod_cast dimension_pos (N₀ + k)
      have h := (lt_div_iff₀ hD).mp (hN₀ (N₀ + k) (by omega))
      calc r ^ (k + 1) = r * r ^ k := by ring
        _ ≤ r * dimension (N₀ + k) := mul_le_mul_of_nonneg_left ih hr0.le
        _ ≤ dimension (N₀ + (k + 1)) := h.le
  obtain ⟨q, hq0, hq1, hqc⟩ : ∃ q : ℝ, 0 ≤ q ∧ q < 1 ∧ c = q * r :=
    ⟨c / r, div_nonneg hc0 hr0.le, (div_lt_one hr0).mpr hcr, by field_simp⟩
  -- the quadratic number of sectors loses against the exponential
  have hlim := tendsto_pow_const_mul_const_pow_of_abs_lt_one 2
    (show |q| < 1 by rwa [abs_of_nonneg hq0])
  have hpos : 0 < 1 / (2 * r ^ N₀) := by positivity
  filter_upwards [hlim.eventually (gt_mem_nhds hpos), eventually_ge_atTop (N₀ + 1)] with N hN hge
  obtain ⟨k, rfl⟩ := Nat.exists_eq_add_of_le (show N₀ ≤ N by omega)
  have hx : (1 : ℝ) ≤ ((N₀ + k : ℕ) : ℝ) := by exact_mod_cast (show 1 ≤ N₀ + k by omega)
  have hsmall := (lt_div_iff₀ (show 0 < 2 * r ^ N₀ by positivity)).mp hN
  obtain ⟨M, hM⟩ := exists_large_sector (N₀ + k) (by omega)
  refine ⟨M, le_trans ?_ hM⟩
  rw [le_div_iff₀ (by nlinarith)]
  refine le_trans ?_ (hgrow k)
  generalize ((N₀ + k : ℕ) : ℝ) = x at *
  calc c ^ (N₀ + k) * (2 * x * (x - 1) + 1)
      ≤ c ^ (N₀ + k) * (2 * x ^ 2) :=
        mul_le_mul_of_nonneg_left (by nlinarith) (pow_nonneg hc0 _)
    _ = (x ^ 2 * q ^ (N₀ + k) * (2 * r ^ N₀)) * r ^ k := by rw [hqc]; ring
    _ ≤ 1 * r ^ k := mul_le_mul_of_nonneg_right hsmall.le (pow_nonneg hr0.le _)
    _ = r ^ k := one_mul _

/-- For `N ≥ 1`, no total-angular-momentum sector contains more than `(27/4) ^ N`
determinants. -/
theorem sector_card_le (N M : ℕ) (hN : 1 ≤ N) :
    ((sector N M).card : ℝ) ≤ (27 / 4) ^ N := by
  have hsec : (sector N M).card ≤ dimension N := by
    rw [← card_determinants]
    exact Finset.card_filter_le _ _
  refine le_trans (Nat.cast_le.mpr hsec) ?_
  clear hsec
  induction N, hN using Nat.le_induction with
  | base => norm_num [dimension]
  | succ n hn ih =>
    have hx : (1 : ℝ) ≤ n := by exact_mod_cast hn
    have hD : (0 : ℝ) ≤ dimension n := Nat.cast_nonneg _
    have R := dimension_recursion n hn
    have hp : 0 < 2 * ((n : ℝ) + 1) * (2 * n - 1) :=
      mul_pos (by linarith) (by linarith)
    -- the growth factor never exceeds its limit
    have hstep : (dimension (n + 1) : ℝ) ≤ 27 / 4 * dimension n := by
      refine le_of_mul_le_mul_left ?_ hp
      rw [R]
      nlinarith [mul_nonneg (show 0 ≤ 27 / 2 * (n : ℝ) - 21 / 2 by linarith) hD]
    calc (dimension (n + 1) : ℝ) ≤ 27 / 4 * dimension n := hstep
      _ ≤ 27 / 4 * (27 / 4) ^ n := mul_le_mul_of_nonneg_left ih (by norm_num)
      _ = (27 / 4) ^ (n + 1) := by ring

end LaughlinSectorGrowth
```

```lean
#print axioms LaughlinSectorGrowth.exponential_sector_growth
-- 'LaughlinSectorGrowth.exponential_sector_growth' depends on axioms: [propext, Classical.choice, Quot.sound]
#print axioms LaughlinSectorGrowth.sector_card_le
-- 'LaughlinSectorGrowth.sector_card_le' depends on axioms: [propext, Classical.choice, Quot.sound]
```

## Determinants and sectors as finite sets

The orbitals are labelled $l=0,\dots,3N-3$. A Slater determinant is fixed by its occupied orbitals, so `determinants N` is the set of all $N$-element subsets of `Finset.range (3 * N - 2)`. Pauli exclusion is built in, because a set contains each orbital at most once. The number of determinants is

$$D_N=\binom{3N-2}{N},$$

which is `dimension N`. The total angular momentum is $M=\sum l$ over the occupied orbitals, and `sector N M` collects the determinants with that value. On the sphere, $M$ is $L_z/\hbar$ up to a shift that depends only on $N$; on a disk cut off at the same $3N-2$ orbitals, it is the angular momentum in units of $\hbar$.

Four theorems carry the result:

- `tendsto_dimension_ratio`: $D_{N+1}/D_N\to 27/4$.
- `exists_large_sector`: for $N\ge1$, some sector has at least $D_N/(2N(N-1)+1)$ determinants.
- `exponential_sector_growth`: for each $0\le c<27/4$ and all sufficiently large $N$, some sector has at least $c^N$ determinants. The threshold may depend on $c$, and the theorem gives no value for it.
- `sector_card_le`: for $N\ge1$, no sector has more than $(27/4)^N$ determinants.

The largest block of fixed $M$ therefore has the same exponential growth base as the full Hamiltonian matrix in the lowest Landau level at this flux.

The theorems count basis states. No Hamiltonian appears, and nothing is said about energies, a gap or the Laughlin wavefunction. The value of $M$ in the large sector is not identified, so the statements do not place it at the Laughlin state's $M=3N(N-1)/2$. Nor do they treat a further reduction by total $L^2$ on the sphere.

## The growth factor per electron

Going from $N$ to $N+1$ electrons adds three orbitals. Two steps add an empty orbital, and the third adds an occupied one:

$$\binom{3N-1}{N}=\frac{3N-1}{2N-1}\binom{3N-2}{N},\qquad
\binom{3N}{N}=\frac{3N}{2N}\binom{3N-1}{N},$$

$$\binom{3N+1}{N+1}=\frac{3N+1}{N+1}\binom{3N}{N}.$$

Their product is

$$\frac{D_{N+1}}{D_N}=\frac{3(3N+1)(3N-1)}{2(N+1)(2N-1)}.$$

`dimension_recursion` states this without division. It writes $N=n+1$, obtains the three identities as `h1`, `h2` and `h3`, and combines them with `linear_combination`.

With $u=1/N$ the ratio becomes

$$\frac{3(3+u)(3-u)}{2(1+u)(2-u)},$$

which is continuous at $u=0$ and equals $27/4$ there. `tendsto_dimension_ratio` composes this function with $1/N\to0$, then uses the recursion to show that it agrees with the ratio for $N\ge1$.

## How many sectors there are

Let $k$ electrons occupy orbitals among $0,\dots,m-1$. Then

$$\frac{k(k-1)}2\le\sum l\le km-\frac{k(k+1)}2.$$

`angular_momentum_bounds` proves this, with the fractions cleared, by induction on the highest occupied orbital. Suppose the bounds hold for $k$ electrons below orbital $a$, and add an electron in $a$. Since $k$ distinct orbitals lie below $a$, we have $a\ge k$, and the new sum is at least $k(k-1)/2+k=k(k+1)/2$. Since $a\le m-1$, it is at most

$$ka-\frac{k(k+1)}2+a\le(k+1)m-\frac{(k+1)(k+2)}2.$$

These are the bounds for $k+1$ electrons.

Now set $k=N$, $m=3N-2$ and $q=N(N-1)/2$. The bounds become $q\le M\le5q$, a window of $4q+1=2N(N-1)+1$ integers. If $D_N$ determinants are distributed over that many values, at least one value receives no fewer than the average. For $N=1$ there is one value and one determinant.

## The pigeonhole lemma in Mathlib

The averaging step is a single call to `Finset.exists_le_card_fiber_of_nsmul_le_card_of_maps_to`. It takes a map from a finite set $S$ into a nonempty finite set $T$, and a number $b$ with $|T|\,b\le|S|$. It returns a point of $T$ whose fibre has at least $b$ elements.

Here $S$ is `determinants N`, the map is the sum of the occupied $l$, and $T$ is `Finset.Icc q (5 * q)`. The hypothesis `hmap` says that the sums land in the window, and `hb` is the inequality for $b$. Two features make the lemma fit. The number $b$ may be real, so the average $D_N/(4q+1)$ goes in without rounding. The fibre is a filtered finite set, which is how `sector` is defined, so the returned bound `hM` is already the required statement.

## Exponential growth against a quadratic count

Choose $r$ with $c<r<27/4$. The limit of the ratio gives an $N_0$ beyond which each added electron multiplies the dimension by at least $r$, so $D_{N_0+k}\ge r^k$; this is `hgrow`. For $N=N_0+k\ge1$, the number of possible sectors is at most $2N^2$, and

$$c^N\,2N^2=\left[2r^{N_0}N^2\left(\frac cr\right)^N\right]r^k.$$

Since $0\le c/r<1$, the bracket tends to zero and is eventually below $1$. Hence $c^N(2N(N-1)+1)\le r^k\le D_N$, and the large sector has at least $c^N$ determinants. In this proof the Lean name `q` stands for $c/r$.

For the upper bound, a sector cannot exceed the whole set of determinants, so $D_N\le(27/4)^N$ suffices. The recursion gives $D_{N+1}\le\tfrac{27}4D_N$, because

$$\frac{27}4\cdot2(N+1)(2N-1)-3(3N+1)(3N-1)=\frac{27N-21}2>0$$

for $N\ge1$. Starting from $D_1=1\le27/4$, induction on $N$ completes `sector_card_le`.
